# Leapfrog Klein–Gordon waves have real frequencies at every wave vector exactly when $dt^2\,(m^2+\sum_i 4/dx_i^2)\le 4$

## A free field on an infinite lattice

We place the field on an infinite lattice with no boundary, so that the wave vector $k$ can be any real vector, and we express stability as a condition on frequencies: every $k$ must carry a travelling wave whose frequency $w$ is real. This does not say that every solution stays bounded: at the bound itself there is a mode that grows linearly, and for a massless field the uniform solution $\varphi_n(j)=n$ does so at any time step.

The field $\varphi$ is complex and obeys the free Klein–Gordon equation $\partial_t^2\varphi=\nabla^2\varphi-m^2\varphi$, in units with $\hbar=c=1$. Let $dt>0$ be the time step and $dx_i>0$ the spacing in direction $i$. Write $\varphi_n(j)$ for the value at step $n$ and site $j$, and $e_i$ for the unit lattice step in direction $i$. The leapfrog scheme replaces each second derivative by a centred difference:

$$\frac{\varphi_{n+1}(j)-2\varphi_n(j)+\varphi_{n-1}(j)}{dt^2}=\sum_i\frac{\varphi_n(j+e_i)-2\varphi_n(j)+\varphi_n(j-e_i)}{dx_i^2}-m^2\varphi_n(j).$$

For this non-interacting field on an infinite uniform grid with at least one space direction, the result gives the largest time step at which every wave vector carries a wave of real frequency.

## The criterion and its Lean form

Define the squared lattice frequency

$$\Omega^2(k)=m^2+\sum_i\frac{4}{dx_i^2}\sin^2\frac{k_i\,dx_i}{2}.$$

The theorem `real_dispersion_iff` says that the relation $\sin^2(w\,dt/2)=\tfrac{dt^2}{4}\Omega^2(k)$ has a real solution $w$ for every real $k$ if and only if $dt^2(m^2+\sum_i 4/dx_i^2)\le4$. The theorem `travelling_waves_iff` says the same of actual solutions of the scheme.

In Lean, the finite type `ι` labels the space directions, and `Grid ι` holds the steps together with their positivity. `freqSq` is $\Omega^2$. `Solves` is the update rule, required at all integer `n` and all sites `j`; `Pi.single i 1` is $e_i$. `planeWave` fixes the sign convention $e^{i(k\cdot x-wt)}$. The mass `m` is any real number, since only its square enters.

Boundaries, interactions, non-uniform grids and rounding are not covered, nor is the boundedness of general solutions below the bound.

## From the update rule to the dispersion relation

Insert $\varphi_n(j)=a_n e^{ik\cdot x}$ with $x_i=j_i\,dx_i$. Moving one site along direction $i$ multiplies the wave by $e^{\pm ik_i dx_i}$. For any phase $\theta$,

$$e^{i\theta}+e^{-i\theta}-2=2\cos\theta-2=-4\sin^2\frac{\theta}{2}.$$

With $\theta=k_i\,dx_i$, each spatial difference gives $-\tfrac{4}{dx_i^2}\sin^2\tfrac{k_i dx_i}{2}$ times the field. Dividing out the wave, which never vanishes, leaves

$$a_{n+1}-2a_n+a_{n-1}=-dt^2\,\Omega^2(k)\,a_n.$$

For a travelling wave $a_n=e^{-iw\,dt\,n}$, the same identity with $\theta=w\,dt$ turns the left side into $-4\sin^2(w\,dt/2)\,a_n$. Dividing by $-4a_n$ gives the dispersion relation.

## Which time steps give real frequencies

Fix $k$. If $w$ is real, then $\sin^2(w\,dt/2)\le1$, so $dt^2\Omega^2(k)\le4$. Conversely, if $dt^2\Omega^2(k)\le4$, then $\tfrac{dt}{2}\sqrt{\Omega^2(k)}$ lies between 0 and 1, and

$$w=\frac{2}{dt}\arcsin\!\Big(\frac{dt}{2}\sqrt{\Omega^2(k)}\Big)$$

is a solution.

Now vary $k$. Each $\sin^2$ is at most 1, so $\Omega^2(k)\le m^2+\sum_i4/dx_i^2$. Equality holds at $k_i=\pi/dx_i$, the corner of the Brillouin zone. The condition therefore holds for all $k$ exactly when it holds at this corner, which is the criterion.

For $m=0$ and equal spacings $h$ in $d\ge1$ dimensions, it reads $4d\,dt^2/h^2\le4$, that is, $d\,dt^2\le h^2$.

## Growth at and beyond the bound

Let $s=dt^2\Omega^2$ at the corner. If $s>4$, try $a_n=(-r)^n$. The recursion requires $r+1/r=s-2$. Put $u=\sqrt{s/4}$ and $v=\sqrt{s/4-1}$. Then $(u+v)(u-v)=1$, so $r=(u+v)^2$ has inverse $(u-v)^2$, and

$$r+\frac1r=2u^2+2v^2=s-2.$$

Since $u>1$ and $v>0$, we have $r>1$: the mode grows exponentially while its sign alternates.

If $s=4$, the recursion is $a_{n+1}+2a_n+a_{n-1}=0$. It is solved by $a_n=n(-1)^n$, because $-(n+1)+2n-(n-1)=0$. All frequencies are real at the bound, yet this solution grows linearly.

## An imaginary mass breaks the equivalence

The reality of $m$ ensures $\Omega^2\ge0$. Replace $m^2$ by $-1$ in one dimension, with $dt=1$ and $dx=2$. The criterion would read $-1+1\le4$, which is true. At $k=0$, however, the dispersion relation demands $\sin^2(w/2)=-1/4$, which no real $w$ satisfies.

## The time step in a simulation

In code, the scheme is one line per step:

```
phi_next = 2*phi - phi_prev + dt**2 * (laplacian(phi) - m**2 * phi)
```

Here `laplacian` is the sum of centred differences. With at least one space direction, the largest admissible step is $2/\sqrt{m^2+\sum_i4/dx_i^2}$, and the marginal mode is a reason to stay strictly below it. For three dimensions, $dx_i=0.1$ and $m=1$, the limit is $2/\sqrt{1201}\approx0.0577$.

A periodic box admits only finitely many wave vectors. The criterion remains sufficient there, but it need not be necessary: with an odd number of sites along a direction, the corner is not among the allowed wave vectors.

## The scheme, its waves and the criterion in Lean

```lean
import Mathlib

namespace LeapfrogKleinGordon

noncomputable section

/-- A space-time grid with positive time step `dt` and positive spacings `dx i`. -/
structure Grid (ι : Type*) where
  dt : ℝ
  dx : ι → ℝ
  dt_pos : 0 < dt
  dx_pos : ∀ i, 0 < dx i

variable {ι : Type*} [Fintype ι]

/-- The squared frequency of the spatially discretised Klein-Gordon field at wave vector `k`. -/
def freqSq (g : Grid ι) (m : ℝ) (k : ι → ℝ) : ℝ :=
  m ^ 2 + ∑ i, 4 / g.dx i ^ 2 * Real.sin (k i * g.dx i / 2) ^ 2

/-- The largest squared lattice frequency is `m² + ∑ 4/dx_i²`, and some wave vector attains it. -/
theorem isGreatest_freqSq (g : Grid ι) (m : ℝ) :
    IsGreatest (Set.range (freqSq g m)) (m ^ 2 + ∑ i, 4 / g.dx i ^ 2) := by
  refine ⟨⟨fun i => Real.pi / g.dx i, ?_⟩, ?_⟩
  · -- at the corner of the Brillouin zone every sine equals one
    simp only [freqSq]
    congr 1
    refine Finset.sum_congr rfl fun i _ => ?_
    rw [div_mul_cancel₀ _ (g.dx_pos i).ne', Real.sin_pi_div_two]
    ring
  · rintro _ ⟨k, rfl⟩
    exact add_le_add le_rfl (Finset.sum_le_sum fun i _ =>
      mul_le_of_le_one_right (by positivity) (Real.sin_sq_le_one _))

/-- At a fixed wave vector the leapfrog dispersion relation has a real frequency exactly when
`dt²` times the squared lattice frequency is at most 4. -/
theorem real_frequency_iff (g : Grid ι) (m : ℝ) (k : ι → ℝ) :
    (∃ w : ℝ, Real.sin (w * g.dt / 2) ^ 2 = g.dt ^ 2 / 4 * freqSq g m k) ↔
      g.dt ^ 2 * freqSq g m k ≤ 4 := by
  constructor
  · rintro ⟨w, hw⟩
    have := Real.sin_sq_le_one (w * g.dt / 2)
    linarith
  · intro h
    have h0 : 0 ≤ freqSq g m k := by unfold freqSq; positivity
    have hs : 0 ≤ g.dt ^ 2 / 4 * freqSq g m k := by positivity
    have h1 : √(g.dt ^ 2 / 4 * freqSq g m k) ≤ 1 := by
      rw [Real.sqrt_le_one]
      linarith
    refine ⟨2 * Real.arcsin (√(g.dt ^ 2 / 4 * freqSq g m k)) / g.dt, ?_⟩
    rw [div_mul_cancel₀ _ g.dt_pos.ne', mul_div_cancel_left₀ _ (two_ne_zero),
      Real.sin_arcsin (by linarith [Real.sqrt_nonneg (g.dt ^ 2 / 4 * freqSq g m k)]) h1,
      Real.sq_sqrt hs]

/-- The leapfrog dispersion relation has a real frequency for every wave vector if and only if
`dt² (m² + ∑ 4/dx_i²) ≤ 4`. -/
theorem real_dispersion_iff (g : Grid ι) (m : ℝ) :
    (∀ k : ι → ℝ, ∃ w : ℝ, Real.sin (w * g.dt / 2) ^ 2 =
      g.dt ^ 2 / 4 * (m ^ 2 + ∑ i, 4 / g.dx i ^ 2 * Real.sin (k i * g.dx i / 2) ^ 2)) ↔
      g.dt ^ 2 * (m ^ 2 + ∑ i, 4 / g.dx i ^ 2) ≤ 4 := by
  obtain ⟨⟨q, hq⟩, hmax⟩ := isGreatest_freqSq g m
  constructor
  · intro h
    rw [← hq]
    exact (real_frequency_iff g m q).1 (h q)
  · intro h k
    refine (real_frequency_iff g m k).2 (le_trans ?_ h)
    exact mul_le_mul_of_nonneg_left (hmax ⟨k, rfl⟩) (sq_nonneg _)

/-- The spatial plane wave `exp(i k·x)` sampled at the lattice site `j`. -/
def wave (g : Grid ι) (k : ι → ℝ) (j : ι → ℤ) : ℂ :=
  Complex.exp (((∑ i, k i * g.dx i * (j i : ℝ) : ℝ) : ℂ) * Complex.I)

/-- The travelling wave `exp(i (k·x - w t))` sampled at time step `n` and site `j`. -/
def planeWave (g : Grid ι) (k : ι → ℝ) (w : ℝ) (n : ℤ) (j : ι → ℤ) : ℂ :=
  Complex.exp (((-(w * g.dt * (n : ℝ)) : ℝ) : ℂ) * Complex.I) * wave g k j

variable [DecidableEq ι]

/-- The leapfrog scheme for the Klein-Gordon equation, with centred second differences in time
and in every space direction. -/
def Solves (g : Grid ι) (m : ℝ) (φ : ℤ → (ι → ℤ) → ℂ) : Prop :=
  ∀ n j, (φ (n + 1) j - 2 * φ n j + φ (n - 1) j) / (g.dt : ℂ) ^ 2 =
    ∑ i, (φ n (j + Pi.single i 1) - 2 * φ n j + φ n (j + Pi.single i (-1))) / (g.dx i : ℂ) ^ 2
      - (m : ℂ) ^ 2 * φ n j

omit [Fintype ι] [DecidableEq ι] in
/-- Opposite phases `θ` and `-θ` combine to `2 - 4 sin²(θ/2)`. -/
theorem phase_sum (θ : ℝ) :
    Complex.exp ((θ : ℂ) * Complex.I) + Complex.exp (((-θ : ℝ) : ℂ) * Complex.I) =
      2 - 4 * ((Real.sin (θ / 2) : ℝ) : ℂ) ^ 2 := by
  have h : Real.cos θ = 1 - 2 * Real.sin (θ / 2) ^ 2 := by
    have h2 := Real.cos_two_mul (θ / 2)
    rw [show 2 * (θ / 2) = θ by ring] at h2
    linarith [Real.sin_sq_add_cos_sq (θ / 2)]
  have hc : Complex.cos (θ : ℂ) = 1 - 2 * ((Real.sin (θ / 2) : ℝ) : ℂ) ^ 2 := by
    rw [← Complex.ofReal_cos, h]
    simp
  rw [Complex.exp_mul_I, Complex.exp_mul_I, Complex.ofReal_neg, Complex.cos_neg,
    Complex.sin_neg, hc]
  ring

/-- A spatial plane wave with time-dependent amplitude `a` solves the scheme exactly when `a`
obeys the leapfrog recursion of an oscillator with the lattice frequency. -/
theorem mode_solves_iff (g : Grid ι) (m : ℝ) (k : ι → ℝ) (a : ℤ → ℂ) :
    Solves g m (fun n j => a n * wave g k j) ↔
      ∀ n, a (n + 1) - 2 * a n + a (n - 1) =
        -((g.dt : ℂ) ^ 2 * (freqSq g m k : ℂ)) * a n := by
  -- a lattice translation multiplies the wave by a phase
  have shift : ∀ (j : ι → ℤ) (i : ι) (s : ℤ), wave g k (j + Pi.single i s) =
      wave g k j * Complex.exp (((k i * g.dx i * (s : ℝ) : ℝ) : ℂ) * Complex.I) := by
    intro j i s
    have e : ∑ l, k l * g.dx l * (((j + Pi.single i s : ι → ℤ) l : ℤ) : ℝ) =
        ∑ l, k l * g.dx l * (j l : ℝ) + k i * g.dx i * (s : ℝ) := by
      simp [mul_add, Finset.sum_add_distrib, Pi.single_apply]
    unfold wave
    rw [e, ← Complex.exp_add, ← add_mul, ← Complex.ofReal_add]
  -- hence it is an eigenfunction of the lattice Laplacian
  have lap : ∀ n j, ∑ i, (a n * wave g k (j + Pi.single i 1) - 2 * (a n * wave g k j)
      + a n * wave g k (j + Pi.single i (-1))) / (g.dx i : ℂ) ^ 2 =
      -((∑ i, 4 / g.dx i ^ 2 * Real.sin (k i * g.dx i / 2) ^ 2 : ℝ) : ℂ)
        * (a n * wave g k j) := by
    intro n j
    rw [Complex.ofReal_sum, ← Finset.sum_neg_distrib, Finset.sum_mul]
    refine Finset.sum_congr rfl fun i _ => ?_
    have p := phase_sum (k i * g.dx i)
    rw [shift, shift, show k i * g.dx i * ((1 : ℤ) : ℝ) = k i * g.dx i by simp,
      show k i * g.dx i * ((-1 : ℤ) : ℝ) = -(k i * g.dx i) by simp]
    simp only [Complex.ofReal_mul (4 / g.dx i ^ 2), Complex.ofReal_div 4,
      Complex.ofReal_pow, Complex.ofReal_ofNat]
    linear_combination (a n * wave g k j / (g.dx i : ℂ) ^ 2) * p
  have hΩ : (freqSq g m k : ℂ) = (m : ℂ) ^ 2 +
      ((∑ i, 4 / g.dx i ^ 2 * Real.sin (k i * g.dx i / 2) ^ 2 : ℝ) : ℂ) := by
    rw [freqSq, Complex.ofReal_add, Complex.ofReal_pow]
  have hdt : (g.dt : ℂ) ^ 2 ≠ 0 := pow_ne_zero 2 (Complex.ofReal_ne_zero.2 g.dt_pos.ne')
  simp only [Solves]
  constructor
  · intro h n
    have h0 := h n 0
    rw [lap, div_eq_iff hdt] at h0
    have hW : wave g k 0 ≠ 0 := Complex.exp_ne_zero _
    apply mul_right_cancel₀ hW
    rw [hΩ]
    linear_combination h0
  · intro h n j
    have h0 := h n
    rw [hΩ] at h0
    rw [lap, div_eq_iff hdt]
    linear_combination wave g k j * h0

/-- A travelling wave solves the leapfrog scheme exactly when its frequency and wave vector
satisfy the dispersion relation. -/
theorem planeWave_solves_iff (g : Grid ι) (m : ℝ) (k : ι → ℝ) (w : ℝ) :
    Solves g m (planeWave g k w) ↔
      Real.sin (w * g.dt / 2) ^ 2 = g.dt ^ 2 / 4 * freqSq g m k := by
  have hcast : Real.sin (w * g.dt / 2) ^ 2 = g.dt ^ 2 / 4 * freqSq g m k ↔
      ((Real.sin (w * g.dt / 2) : ℝ) : ℂ) ^ 2 =
        (g.dt : ℂ) ^ 2 / 4 * (freqSq g m k : ℂ) := by
    rw [← Complex.ofReal_inj]
    simp only [Complex.ofReal_mul (g.dt ^ 2 / 4), Complex.ofReal_div (g.dt ^ 2),
      Complex.ofReal_pow, Complex.ofReal_ofNat]
  rw [hcast]
  let a : ℤ → ℂ := fun n => Complex.exp (((-(w * g.dt * (n : ℝ)) : ℝ) : ℂ) * Complex.I)
  -- one time step multiplies the amplitude by a phase
  have step : ∀ n, a (n + 1) - 2 * a n + a (n - 1) =
      -4 * ((Real.sin (w * g.dt / 2) : ℝ) : ℂ) ^ 2 * a n := by
    intro n
    have hp : a (n + 1) = a n * Complex.exp (((-(w * g.dt) : ℝ) : ℂ) * Complex.I) := by
      simp only [a]
      rw [← Complex.exp_add]
      congr 1
      push_cast
      ring
    have hm : a (n - 1) = a n * Complex.exp (((w * g.dt : ℝ) : ℂ) * Complex.I) := by
      simp only [a]
      rw [← Complex.exp_add]
      congr 1
      push_cast
      ring
    rw [hp, hm]
    linear_combination a n * phase_sum (w * g.dt)
  refine (mode_solves_iff g m k a).trans ⟨fun h => ?_, fun h n => ?_⟩
  · have h0 := h 0
    rw [step] at h0
    have ha : a 0 ≠ 0 := Complex.exp_ne_zero _
    apply mul_right_cancel₀ ha
    linear_combination (-1 / 4 : ℂ) * h0
  · rw [step]
    linear_combination (-4 * a n) * h

/-- Every wave vector carries a travelling-wave solution of the leapfrog scheme with real
frequency if and only if `dt² (m² + ∑ 4/dx_i²) ≤ 4`. -/
theorem travelling_waves_iff (g : Grid ι) (m : ℝ) :
    (∀ k, ∃ w, Solves g m (planeWave g k w)) ↔
      g.dt ^ 2 * (m ^ 2 + ∑ i, 4 / g.dx i ^ 2) ≤ 4 := by
  simp only [planeWave_solves_iff]
  exact real_dispersion_iff g m

/-- If `dt² (m² + ∑ 4/dx_i²) > 4`, the scheme has a solution whose amplitude is multiplied by
`-r` with `r > 1` at every time step. -/
theorem growing_mode (g : Grid ι) (m : ℝ)
    (h : 4 < g.dt ^ 2 * (m ^ 2 + ∑ i, 4 / g.dx i ^ 2)) :
    ∃ (k : ι → ℝ) (r : ℝ), 1 < r ∧ Solves g m (fun n j => (-(r : ℂ)) ^ n * wave g k j) := by
  obtain ⟨⟨k, hk⟩, -⟩ := isGreatest_freqSq g m
  rw [← hk] at h
  obtain ⟨u, hu0, hu⟩ : ∃ u : ℝ, 0 ≤ u ∧ u ^ 2 = g.dt ^ 2 * freqSq g m k / 4 :=
    ⟨_, Real.sqrt_nonneg _, Real.sq_sqrt (by linarith)⟩
  obtain ⟨v, hv0, hv⟩ : ∃ v : ℝ, 0 ≤ v ∧ v ^ 2 = g.dt ^ 2 * freqSq g m k / 4 - 1 :=
    ⟨_, Real.sqrt_nonneg _, Real.sq_sqrt (by linarith)⟩
  have e : (u + v) * (u - v) = 1 := by linear_combination hu - hv
  have hr : 1 < (u + v) ^ 2 := by nlinarith [mul_nonneg hu0 hv0, sq_nonneg v]
  refine ⟨k, (u + v) ^ 2, hr, (mode_solves_iff g m k _).2 fun n => ?_⟩
  -- the growth factor and its inverse are the two roots of the characteristic equation
  have hinv : (-((u + v) ^ 2))⁻¹ = -((u - v) ^ 2) :=
    inv_eq_of_mul_eq_one_right (by linear_combination ((u + v) * (u - v) + 1) * e)
  have hroot : -((u + v) ^ 2) - 2 + (-((u + v) ^ 2))⁻¹ = -(g.dt ^ 2 * freqSq g m k) := by
    rw [hinv]
    linear_combination -2 * hu - 2 * hv
  have hC : -(((u + v) ^ 2 : ℝ) : ℂ) - 2 + (-(((u + v) ^ 2 : ℝ) : ℂ))⁻¹ =
      -((g.dt : ℂ) ^ 2 * (freqSq g m k : ℂ)) := by
    exact_mod_cast congrArg Complex.ofReal hroot
  have hne : -(((u + v) ^ 2 : ℝ) : ℂ) ≠ 0 :=
    neg_ne_zero.2 (Complex.ofReal_ne_zero.2 (by linarith))
  rw [zpow_add_one₀ hne, zpow_sub_one₀ hne]
  linear_combination (-(((u + v) ^ 2 : ℝ) : ℂ)) ^ n * hC

/-- If `dt² (m² + ∑ 4/dx_i²) = 4`, the scheme has a solution whose amplitude `n (-1)^n` grows
linearly in time. -/
theorem marginal_mode (g : Grid ι) (m : ℝ)
    (h : g.dt ^ 2 * (m ^ 2 + ∑ i, 4 / g.dx i ^ 2) = 4) :
    ∃ k : ι → ℝ, Solves g m (fun n j => ((n : ℂ) * (-1) ^ n) * wave g k j) := by
  obtain ⟨⟨k, hk⟩, -⟩ := isGreatest_freqSq g m
  rw [← hk] at h
  refine ⟨k, (mode_solves_iff g m k _).2 fun n => ?_⟩
  have hC : (g.dt : ℂ) ^ 2 * (freqSq g m k : ℂ) = 4 := by exact_mod_cast h
  have hne : (-1 : ℂ) ≠ 0 := by norm_num
  have hi : (-1 : ℂ)⁻¹ = -1 := by norm_num
  rw [zpow_add_one₀ hne, zpow_sub_one₀ hne, hi, hC]
  push_cast
  ring

/-- For a massless field on a cubic grid of spacing `h` in `d` dimensions, all wave vectors carry
travelling waves of real frequency if and only if `d dt² ≤ h²`. -/
theorem massless_cubic_iff [Nonempty ι] (g : Grid ι) (h : ℝ) (hh : ∀ i, g.dx i = h) :
    (∀ k, ∃ w, Solves g 0 (planeWave g k w)) ↔ (Fintype.card ι : ℝ) * g.dt ^ 2 ≤ h ^ 2 := by
  have hpos : 0 < h := by
    obtain ⟨i⟩ := ‹Nonempty ι›
    exact hh i ▸ g.dx_pos i
  have e : g.dt ^ 2 * ((0 : ℝ) ^ 2 + ∑ i, 4 / g.dx i ^ 2) =
      4 * ((Fintype.card ι : ℝ) * g.dt ^ 2) / h ^ 2 := by
    simp only [hh, Finset.sum_const, Finset.card_univ, nsmul_eq_mul]
    ring
  rw [travelling_waves_iff, e, div_le_iff₀ (by positivity)]
  constructor <;> intro H <;> linarith

end

end LeapfrogKleinGordon
```

```lean
#print axioms LeapfrogKleinGordon.real_frequency_iff
-- 'LeapfrogKleinGordon.real_frequency_iff' depends on axioms: [propext, Classical.choice, Quot.sound]
#print axioms LeapfrogKleinGordon.growing_mode
-- 'LeapfrogKleinGordon.growing_mode' depends on axioms: [propext, Classical.choice, Quot.sound]
#print axioms LeapfrogKleinGordon.marginal_mode
-- 'LeapfrogKleinGordon.marginal_mode' depends on axioms: [propext, Classical.choice, Quot.sound]
#print axioms LeapfrogKleinGordon.massless_cubic_iff
-- 'LeapfrogKleinGordon.massless_cubic_iff' depends on axioms: [propext, Classical.choice, Quot.sound]
```

## How the Lean proof follows the derivation

`isGreatest_freqSq` proves both halves of the maximum: the corner wave vector attains the value, and a termwise comparison of the sums shows that no other exceeds it. `real_frequency_iff` treats fixed $k$. One direction uses `Real.sin_sq_le_one`; the other supplies the arcsine frequency and checks that its argument lies in the permitted range. `real_dispersion_iff` combines the two, using the attained maximum for "only if" and the upper bound for "if".

`phase_sum` is the identity for opposite phases. In `mode_solves_iff`, the step `shift` computes the phase from a lattice translation, and `lap` adds up the spatial differences. To obtain the recursion from the scheme, the proof evaluates at the site $j=0$ and cancels the nonzero wave; for the converse, it multiplies the recursion by the wave. The `linear_combination` calls carry out the remaining algebra.

`planeWave_solves_iff` applies this to the amplitude $e^{-iw\,dt\,n}$. Its step `step` is the time-difference calculation, and evaluation at $n=0$ recovers the dispersion relation, which `hcast` transfers between real and complex numbers. `travelling_waves_iff` then follows by substitution into `real_dispersion_iff`.

`growing_mode` constructs $u$ and $v$ as above. Its `hinv` identifies the inverse of $-r$, and `hroot` verifies the characteristic equation. `marginal_mode` checks the linearly growing amplitude in the recursion. `massless_cubic_iff` evaluates the constant sum and clears the positive denominator $h^2$.
